# One particle hopping on a star with zero site energies: the increment of the centre and $k\ge 1$ leaves has sign $(-1)^k$

One kind of fragment calculation builds the energy of a large system from small subsystems: first single sites, then corrections for pairs, triples and so on. These corrections are called increments, and the series is usually cut off at some cluster size. The sign of an omitted increment then tells in which direction it would have moved the energy.

Take one particle that hops with amplitude $-t$, $t>0$, between a centre $c$ and $k$ leaves, with all site energies zero. Its increments can be worked out at every order.

## The star and its subsystem energies

In Lean 4 with Mathlib:

```lean
import Mathlib

open ComplexConjugate

namespace StarClusterIncrements

noncomputable section

variable {V : Type*} [DecidableEq V]
```

`V` is the collection of all sites, possibly infinite. Subsystems are finite sets of sites, of type `Finset V`.

```lean
/-- Hopping matrix of a star: amplitude `-t` between the centre `c` and every other site,
all other elements (site energies included) zero. -/
def hop (c : V) (t : ℝ) (i j : V) : ℝ :=
  if i = c then (if j = c then 0 else -t) else (if j = c then -t else 0)
```

This is the matrix element $H_{ij}$: it equals $-t$ if exactly one of $i,j$ is the centre, and $0$ otherwise.

```lean
/-- The quadratic form `⟨ψ|H|ψ⟩` on the sites in `S`, without normalisation of `ψ`. -/
def energy (c : V) (t : ℝ) (S : Finset V) (ψ : V → ℂ) : ℝ :=
  ∑ i ∈ S, ∑ j ∈ S, hop c t i j * (conj (ψ i) * ψ j).re
```

For complex amplitudes $\psi_i$, `energy` is $\sum_{i,j\in S}H_{ij}\,\mathrm{Re}(\psi_i^*\psi_j)$. Since $H$ is real and symmetric, the imaginary parts cancel and this is $\langle\psi|H|\psi\rangle$ on $S$, without normalisation.

```lean
/-- Squared norm `⟨ψ|ψ⟩` on the sites in `S`. -/
def weight (S : Finset V) (ψ : V → ℂ) : ℝ := ∑ i ∈ S, Complex.normSq (ψ i)
```

The squared norm on $S$ is $W=\sum_{i\in S}|\psi_i|^2$.

```lean
/-- The Rayleigh quotients of the subsystem `S`: the numbers `r` with `⟨ψ|H|ψ⟩ = r ⟨ψ|ψ⟩` for some
`ψ` that is not identically zero on `S`. -/
def rayleighValues (c : V) (t : ℝ) (S : Finset V) : Set ℝ :=
  {r | ∃ ψ : V → ℂ, 0 < weight S ψ ∧ energy c t S ψ = r * weight S ψ}
```

A number $r$ belongs to this set if $\langle\psi|H|\psi\rangle=rW$ for some $\psi$ with $W>0$. This is the Rayleigh quotient written without a division.

```lean
/-- Subsystem energy: the infimum of the Rayleigh quotients, and zero for the empty subsystem. -/
def groundEnergy (c : V) (t : ℝ) (S : Finset V) : ℝ :=
  if S = ∅ then 0 else sInf (rayleighValues c t S)
```

The subsystem energy $E(S)$ is the infimum `sInf` of these quotients, with $E(\emptyset)=0$ by convention. Every nonempty subsystem holds one particle. Real fragments hold many interacting electrons, and carrying the sign rule over to them is a step that the model does not supply.

## Increments and alternating differences

```lean
/-- Increment of the cluster `S`: the inclusion-exclusion sum of the energies `E` of its
subclusters. -/
def increment (E : Finset V → ℝ) (S : Finset V) : ℝ :=
  ∑ T ∈ S.powerset, (-1 : ℝ) ^ (S.card + T.card) * E T
```

The increment is $\Delta(S)=\sum_{T\subseteq S}(-1)^{|S|+|T|}E(T)$. For a pair it is $E(\{a,b\})-E(\{a\})-E(\{b\})+E(\emptyset)$.

```lean
/-- Alternating difference of the power `x ^ p`, of order the number of elements of `s`. -/
def altSum (s : Finset V) (p x : ℝ) : ℝ :=
  ∑ T ∈ s.powerset, (-1 : ℝ) ^ T.card * (x + (T.card : ℝ)) ^ p
```

Only the number $n$ of elements of `s` matters here. Grouping subsets by size gives
$$A_n(p,x)=\sum_{m=0}^{n}(-1)^m\binom nm (x+m)^p .$$
The textbook forward difference is $(-1)^n$ times this.

## Ground states with and without the centre

```lean
/-- The least Rayleigh quotient of a nonempty set of leaves without the centre is zero. -/
theorem isLeast_leaves (c : V) (t : ℝ) {S : Finset V} (hS : S.Nonempty) (hc : c ∉ S) :
    IsLeast (rayleighValues c t S) 0 := by
  have he0 : ∀ ψ, energy c t S ψ = 0 := fun ψ =>
    Finset.sum_eq_zero fun i hi => Finset.sum_eq_zero fun j hj => by
      simp [hop, ne_of_mem_of_not_mem hi hc, ne_of_mem_of_not_mem hj hc]
  constructor
  · exact ⟨fun _ => 1, by simpa [weight] using hS, by rw [he0, zero_mul]⟩
  · rintro r ⟨ψ, hw, he⟩
    rw [he0] at he
    rcases mul_eq_zero.1 he.symm with h | h <;> linarith
```

`IsLeast` says that the number is in the set and that nothing in the set is smaller. Without the centre there is no hopping, so $\langle\psi|H|\psi\rangle=0$ for every $\psi$. From $rW=0$ and $W>0$ follows $r=0$.

```lean
/-- For `t > 0` the least Rayleigh quotient of the centre with the leaves `L` is `-t` times the
square root of the number of leaves. -/
theorem isLeast_star {c : V} {t : ℝ} (ht : 0 < t) {L : Finset V} (hc : c ∉ L) :
    IsLeast (rayleighValues c t (insert c L)) (-(t * √(L.card : ℝ))) := by
  have hne : ∀ j ∈ L, j ≠ c := fun j hj => ne_of_mem_of_not_mem hj hc
  have hs : √(L.card : ℝ) * √(L.card : ℝ) = L.card := Real.mul_self_sqrt (Nat.cast_nonneg _)
  -- only the bonds between centre and leaves contribute
  have hform : ∀ ψ : V → ℂ, energy c t (insert c L) ψ
      = -2 * t * ∑ j ∈ L, (conj (ψ c) * ψ j).re := by
    intro ψ
    have e1 : ∑ j ∈ insert c L, hop c t c j * (conj (ψ c) * ψ j).re
        = -t * ∑ j ∈ L, (conj (ψ c) * ψ j).re := by
      rw [Finset.sum_insert hc, Finset.mul_sum, show hop c t c c = 0 by simp [hop],
        zero_mul, zero_add]
      exact Finset.sum_congr rfl fun j hj => by simp [hop, hne j hj]
    have e2 : ∀ i ∈ L, ∑ j ∈ insert c L, hop c t i j * (conj (ψ i) * ψ j).re
        = -t * (conj (ψ c) * ψ i).re := by
      intro i hi
      rw [Finset.sum_insert hc,
        Finset.sum_eq_zero (fun j hj => by simp [hop, hne i hi, hne j hj]), add_zero,
        show hop c t i c = -t by simp [hop, hne i hi]]
      simp only [Complex.mul_re, Complex.conj_re, Complex.conj_im]
      ring
    unfold energy
    rw [Finset.sum_insert hc, e1, Finset.sum_congr rfl e2, ← Finset.mul_sum]
    ring
  rcases L.eq_empty_or_nonempty with rfl | hL
  · constructor
    · exact ⟨fun _ => 1, by simp [weight], by rw [hform]; simp⟩
    · rintro r ⟨ψ, hw, he⟩
      rw [hform, Finset.sum_empty, mul_zero] at he
      rcases mul_eq_zero.1 he.symm with h | h
      · simp [h]
      · linarith
  have hn : (0 : ℝ) < L.card := Nat.cast_pos.2 hL.card_pos
  constructor
  · -- ground state: amplitude √k on the centre and 1 on each leaf
    obtain ⟨ψ, h0, h1⟩ : ∃ ψ : V → ℂ, ψ c = ((√(L.card : ℝ) : ℝ) : ℂ) ∧ ∀ j ∈ L, ψ j = 1 :=
      ⟨fun i => if i = c then ((√(L.card : ℝ) : ℝ) : ℂ) else 1, by simp,
        fun j hj => by simp [hne j hj]⟩
    have hw : weight (insert c L) ψ = 2 * L.card := by
      have h2 : ∑ j ∈ L, Complex.normSq (ψ j) = L.card := by
        calc _ = ∑ j ∈ L, (1 : ℝ) := Finset.sum_congr rfl fun j hj => by rw [h1 j hj, map_one]
          _ = L.card := by simp
      rw [weight, Finset.sum_insert hc, h2, h0, Complex.normSq_ofReal, hs]
      ring
    have hr : ∑ j ∈ L, (conj (ψ c) * ψ j).re = L.card * √(L.card : ℝ) := by
      calc _ = ∑ j ∈ L, √(L.card : ℝ) := Finset.sum_congr rfl fun j hj => by
            rw [h1 j hj, h0, mul_one, Complex.conj_ofReal, Complex.ofReal_re]
        _ = L.card * √(L.card : ℝ) := by rw [Finset.sum_const, nsmul_eq_mul]
    refine ⟨ψ, by rw [hw]; positivity, ?_⟩
    rw [hform, hr, hw]
    ring
  · rintro r ⟨ψ, hw, he⟩
    -- complete the square on each bond, then sum
    have hterm : ∀ j ∈ L, 2 * √(L.card : ℝ) * (conj (ψ c) * ψ j).re
        ≤ Complex.normSq (ψ c) + √(L.card : ℝ) * √(L.card : ℝ) * Complex.normSq (ψ j) := by
      intro j _
      simp only [Complex.mul_re, Complex.conj_re, Complex.conj_im, Complex.normSq_apply]
      nlinarith [sq_nonneg (√(L.card : ℝ) * (ψ j).re - (ψ c).re),
        sq_nonneg (√(L.card : ℝ) * (ψ j).im - (ψ c).im)]
    have hsum := Finset.sum_le_sum hterm
    rw [← Finset.mul_sum, Finset.sum_add_distrib, Finset.sum_const, nsmul_eq_mul,
      ← Finset.mul_sum, hs, ← mul_add] at hsum
    have key : 2 * ∑ j ∈ L, (conj (ψ c) * ψ j).re
        ≤ √(L.card : ℝ) * weight (insert c L) ψ := by
      refine le_of_mul_le_mul_left ?_ (Real.sqrt_pos.2 hn)
      rw [← mul_assoc (√(L.card : ℝ)) (√(L.card : ℝ)), hs, weight, Finset.sum_insert hc]
      linarith
    refine le_of_mul_le_mul_right ?_ hw
    rw [← he, hform]
    linarith [mul_le_mul_of_nonneg_left key ht.le]
```

With the centre and $m$ leaves, the least quotient is $-t\sqrt m$. Only the bonds contribute (`hform`):
$$\langle\psi|H|\psi\rangle=-2tR,\qquad R=\sum_{j\in L}\mathrm{Re}(\psi_c^*\psi_j).$$
For $m=0$ this vanishes. For $m\ge1$, expanding $|\sqrt m\,\psi_j-\psi_c|^2\ge0$ gives `hterm`:
$$2\sqrt m\,\mathrm{Re}(\psi_c^*\psi_j)\le|\psi_c|^2+m|\psi_j|^2 .$$
Summing over the leaves gives $2\sqrt m\,R\le mW$, hence $2R\le\sqrt m\,W$ (`key`) and $\langle\psi|H|\psi\rangle\ge-t\sqrt m\,W$.

The bound is reached by amplitude $\sqrt m$ on the centre and $1$ on each leaf, where $R=m\sqrt m$ and $W=2m$. Normalised, these amplitudes are $1/\sqrt2$ and $1/\sqrt{2m}$.

## Adding one site

```lean
/-- Adding a new site `a` to a cluster: the increment is the change that `a` makes to the
increment of the old cluster. -/
theorem increment_insert (E : Finset V → ℝ) {a : V} {S : Finset V} (ha : a ∉ S) :
    increment E (insert a S) = increment (fun T => E (insert a T)) S - increment E S := by
  unfold increment
  rw [Finset.sum_powerset_insert ha, Finset.card_insert_of_notMem ha, ← Finset.sum_add_distrib,
    ← Finset.sum_sub_distrib]
  refine Finset.sum_congr rfl fun T hT => ?_
  rw [Finset.card_insert_of_notMem fun h => ha (Finset.mem_powerset.1 hT h)]
  simp only [pow_add, pow_one]
  ring
```

Split the subclusters of $S\cup\{a\}$ into those with $a$ and those without. The former keep their sign and the latter change it, so
$$\Delta_E(S\cup\{a\})=\Delta_{E(\,\cdot\,\cup\{a\})}(S)-\Delta_E(S).$$

```lean
/-- The increments of all subclusters of `S` add up to the energy of `S`. -/
theorem sum_increment (E : Finset V → ℝ) (S : Finset V) :
    ∑ T ∈ S.powerset, increment E T = E S := by
  induction S using Finset.induction_on generalizing E with
  | empty => simp [increment]
  | insert a S ha ih =>
    have h : ∑ T ∈ S.powerset, increment E (insert a T)
        = ∑ T ∈ S.powerset, (increment (fun U => E (insert a U)) T - increment E T) :=
      Finset.sum_congr rfl fun T hT =>
        increment_insert E fun h => ha (Finset.mem_powerset.1 hT h)
    rw [Finset.sum_powerset_insert ha, h, Finset.sum_sub_distrib, ih, ih]
    ring
```

The increments of all subclusters add up to $E(S)$, for any energy function. By induction, adding $a$ turns the sum into $E(S)+[E(S\cup\{a\})-E(S)]=E(S\cup\{a\})$.

```lean
/-- An alternating difference of one order higher is the difference of two neighbouring ones. -/
theorem altSum_insert {a : V} {s : Finset V} (ha : a ∉ s) (p x : ℝ) :
    altSum (insert a s) p x = altSum s p x - altSum s p (x + 1) := by
  unfold altSum
  rw [Finset.sum_powerset_insert ha, ← Finset.sum_add_distrib, ← Finset.sum_sub_distrib]
  refine Finset.sum_congr rfl fun T hT => ?_
  rw [Finset.card_insert_of_notMem fun h => ha (Finset.mem_powerset.1 hT h), Nat.cast_add,
    Nat.cast_one, show x + ((T.card : ℝ) + 1) = x + 1 + T.card by ring, pow_succ]
  ring
```

The same splitting gives $A_{n+1}(p,x)=A_n(p,x)-A_n(p,x+1)$.

```lean
omit [DecidableEq V] in
/-- At `x > 0` the derivative of the alternating difference of `x ^ p` is `p` times that of
`x ^ (p - 1)`. -/
theorem hasDerivAt_altSum (s : Finset V) (p : ℝ) {x : ℝ} (hx : 0 < x) :
    HasDerivAt (fun y => altSum s p y) (p * altSum s (p - 1) x) x := by
  unfold altSum
  have h : ∀ T ∈ s.powerset, HasDerivAt (fun y : ℝ => (-1 : ℝ) ^ T.card * (y + (T.card : ℝ)) ^ p)
      ((-1 : ℝ) ^ T.card * (p * (x + (T.card : ℝ)) ^ (p - 1))) x := by
    intro T _
    have hx' : x + (T.card : ℝ) ≠ 0 := by positivity
    have h1 := ((hasDerivAt_id' x).add_const (T.card : ℝ)).rpow_const (p := p) (Or.inl hx')
    exact (h1.const_mul _).congr_deriv (by ring)
  refine (HasDerivAt.fun_sum h).congr_deriv ?_
  rw [Finset.mul_sum]
  exact Finset.sum_congr rfl fun T _ => by ring
```

Differentiating term by term at $x>0$ gives $A_n'(p,x)=p\,A_n(p-1,x)$.

```lean
/-- Alternating differences of every order of a negative power are positive at `x > 0`. -/
theorem altSum_pos (s : Finset V) : ∀ {p x : ℝ}, p < 0 → 0 < x → 0 < altSum s p x := by
  induction s using Finset.induction_on with
  | empty =>
    intro p x _ hx
    simpa [altSum] using Real.rpow_pos_of_pos hx p
  | insert a s ha ih =>
    intro p x hp hx
    -- the lower difference decreases, since its derivative is `p` times a positive number
    have hanti : StrictAntiOn (fun y => altSum s p y) (Set.Ioi 0) := by
      apply strictAntiOn_of_deriv_neg (convex_Ioi 0)
      · intro y hy
        exact (hasDerivAt_altSum s p (Set.mem_Ioi.1 hy)).continuousAt.continuousWithinAt
      · intro y hy
        rw [interior_Ioi] at hy
        rw [(hasDerivAt_altSum s p (Set.mem_Ioi.1 hy)).deriv]
        exact mul_neg_of_neg_of_pos hp (ih (by linarith) hy)
    have h : altSum s p (x + 1) < altSum s p x :=
      hanti (Set.mem_Ioi.2 hx) (Set.mem_Ioi.2 (by linarith)) (by linarith)
    rw [altSum_insert ha]
    linarith
```

For $p<0$ and $x>0$, $A_n(p,x)>0$. The induction on $n$ treats all negative $p$ at once. It starts from $A_0=x^p>0$. If $A_n(p-1,\cdot)>0$, then $A_n'(p,\cdot)<0$, so $A_n(p,\cdot)$ decreases strictly (`hanti`) and $A_{n+1}(p,x)=A_n(p,x)-A_n(p,x+1)>0$.

## The sign of the star increment

```lean
/-- For `t > 0` the increment of the centre with the leaves `L` is a binomial alternating sum of
the energies `-t √m` of stars with `m` leaves. -/
theorem increment_star {c : V} {t : ℝ} (ht : 0 < t) {L : Finset V} (hc : c ∉ L) :
    increment (groundEnergy c t) (insert c L) = -t * ∑ m ∈ Finset.range (L.card + 1),
      (-1 : ℝ) ^ (L.card + m) * (L.card.choose m : ℝ) * √(m : ℝ) := by
  have hcT : ∀ T ∈ L.powerset, c ∉ T := fun T hT h => hc (Finset.mem_powerset.1 hT h)
  have hgc : ∀ T ∈ L.powerset, groundEnergy c t (insert c T) = -(t * √(T.card : ℝ)) := by
    intro T hT
    rw [groundEnergy, if_neg (Finset.insert_ne_empty _ _)]
    exact (isLeast_star ht (hcT T hT)).csInf_eq
  -- clusters without the centre drop out
  have h0 : increment (groundEnergy c t) L = 0 := by
    unfold increment
    refine Finset.sum_eq_zero fun T hT => ?_
    rcases T.eq_empty_or_nonempty with rfl | hne
    · simp [groundEnergy]
    · rw [groundEnergy, if_neg hne.ne_empty, (isLeast_leaves c t hne (hcT T hT)).csInf_eq,
        mul_zero]
  have h1 : increment (fun T => groundEnergy c t (insert c T)) L
      = ∑ m ∈ Finset.range (L.card + 1),
        L.card.choose m • ((-1 : ℝ) ^ (L.card + m) * (-(t * √(m : ℝ)))) := by
    refine Eq.trans ?_ (Finset.sum_powerset_apply_card
      (fun m : ℕ => (-1 : ℝ) ^ (L.card + m) * (-(t * √(m : ℝ)))))
    unfold increment
    exact Finset.sum_congr rfl fun T hT => by simp only [hgc T hT]
  rw [increment_insert _ hc, h0, h1, sub_zero, Finset.mul_sum]
  refine Finset.sum_congr rfl fun m _ => ?_
  rw [nsmul_eq_mul]
  ring
```

Apply the rule for adding a site with $a=c$. All energies without the centre vanish, which removes the second term (`h0`). Each of the $\binom km$ subclusters made of the centre and $m$ leaves has energy $-t\sqrt m$ and enters with the sign $(-1)^{k+m}$:
$$\Delta=-t\sum_{m=0}^{k}(-1)^{k+m}\binom km\sqrt m .$$

```lean
/-- For `t > 0` the increment of the centre with `k ≥ 1` leaves is nonzero and has the sign
`(-1) ^ k`. -/
theorem increment_star_sign {c : V} {t : ℝ} (ht : 0 < t) {L : Finset V} (hL : L.Nonempty)
    (hc : c ∉ L) : 0 < (-1 : ℝ) ^ L.card * increment (groundEnergy c t) (insert c L) := by
  -- alternating differences of the square root at zero, of order at least one, are negative
  have hneg : altSum L (1 / 2) 0 < 0 := by
    obtain ⟨a, ha⟩ := hL
    have hmono : StrictMonoOn (fun y => altSum (L.erase a) (1 / 2) y) (Set.Ici 0) := by
      apply strictMonoOn_of_deriv_pos (convex_Ici 0)
      · apply Continuous.continuousOn
        unfold altSum
        exact continuous_finsetSum _ fun T _ => continuous_const.mul
          ((continuous_id'.add continuous_const).rpow_const fun _ => Or.inr (by norm_num))
      · intro y hy
        rw [interior_Ici] at hy
        rw [(hasDerivAt_altSum _ _ (Set.mem_Ioi.1 hy)).deriv]
        exact mul_pos (by norm_num) (altSum_pos _ (by norm_num) hy)
    have h : altSum (L.erase a) (1 / 2) 0 < altSum (L.erase a) (1 / 2) (0 + 1) :=
      hmono (Set.mem_Ici.2 le_rfl) (Set.mem_Ici.2 (by norm_num)) (by norm_num)
    rw [← Finset.insert_erase ha, altSum_insert (Finset.notMem_erase a L)]
    linarith
  have hsum : altSum L (1 / 2) 0 = ∑ m ∈ Finset.range (L.card + 1),
      L.card.choose m • ((-1 : ℝ) ^ m * (0 + (m : ℝ)) ^ (1 / 2 : ℝ)) :=
    Finset.sum_powerset_apply_card
      (fun m : ℕ => (-1 : ℝ) ^ m * (0 + (m : ℝ)) ^ (1 / 2 : ℝ))
  have hval : (-1 : ℝ) ^ L.card * increment (groundEnergy c t) (insert c L)
      = -t * altSum L (1 / 2) 0 := by
    have hk : (-1 : ℝ) ^ L.card * (-1 : ℝ) ^ L.card = 1 := by
      rw [← mul_pow]
      norm_num
    rw [increment_star ht hc, hsum]
    simp only [Finset.mul_sum]
    refine Finset.sum_congr rfl fun m _ => ?_
    rw [nsmul_eq_mul, zero_add, ← Real.sqrt_eq_rpow, pow_add]
    linear_combination (-t * (L.card.choose m : ℝ) * (-1 : ℝ) ^ m * √(m : ℝ)) * hk
  rw [hval]
  exact mul_pos_of_neg_of_neg (by linarith) hneg
```

The hypotheses say that $t>0$, that there is at least one leaf, and that $c$ is not among the leaves. The conclusion is $(-1)^k\Delta>0$.

Multiplying the previous formula by $(-1)^k$ gives $(-1)^k\Delta=-t\,A_k(\tfrac12,0)$ (`hval`). For $y>0$, $A_{k-1}'(\tfrac12,y)=\tfrac12A_{k-1}(-\tfrac12,y)>0$. With continuity at $0$, $A_{k-1}(\tfrac12,\cdot)$ increases strictly on $[0,\infty)$ (`hmono`). Therefore
$$A_k(\tfrac12,0)=A_{k-1}(\tfrac12,0)-A_{k-1}(\tfrac12,1)<0 .$$

In the smallest case, $k=1$, the increment is the bond energy $-t$.

For this one-particle star, a fragment expansion that leaves out only the largest cluster is therefore never exact: its energy is too high for odd $k$ and too low for even $k$.

```lean
/-- For `t > 0` the three-site increment of the centre with two leaves is `(2 - √2) t`. -/
theorem increment_two_leaves {c : V} {t : ℝ} (ht : 0 < t) {L : Finset V} (hL : L.card = 2)
    (hc : c ∉ L) : increment (groundEnergy c t) (insert c L) = (2 - √2) * t := by
  rw [increment_star ht hc, hL]
  simp only [Finset.sum_range_succ, Finset.sum_range_zero]
  norm_num
  ring

end

end StarClusterIncrements
```

For two leaves the sum is $-t(0-2+\sqrt2)=(2-\sqrt2)\,t$. The two bond increments give $-2t$, and this positive correction brings the total to $-\sqrt2\,t$.

```lean
#print axioms StarClusterIncrements.sum_increment
#print axioms StarClusterIncrements.increment_star_sign
#print axioms StarClusterIncrements.increment_two_leaves
```

```
'StarClusterIncrements.sum_increment' depends on axioms: [propext, Classical.choice, Quot.sound]
'StarClusterIncrements.increment_star_sign' depends on axioms: [propext, Classical.choice, Quot.sound]
'StarClusterIncrements.increment_two_leaves' depends on axioms: [propext, Classical.choice, Quot.sound]
```
